# Particle exchange commutes with the same one-particle matrix acting on both particles

For two particles that share a finite set of basis states, the lemma says that exchanging them and applying one matrix `A` to both can be done in either order. In mathematics, the exchange matrix commutes with the Kronecker product `A ⊗ₖ A`, where `A` is any complex square matrix, not necessarily Hermitian or unitary. The proof compares the two sides entry by entry. Multiplying by `exchange` on the left should swap the pair that labels the row, and on the right the pair that labels the column; what remains is that two complex numbers can be multiplied in either order.

The first attempt, which Lean rejects:

```lean
import Mathlib

open Matrix
open scoped Kronecker ComplexOrder

namespace ExchangeComm

noncomputable section

variable {G n : Type*} [Group G] [Fintype G] [Fintype n] [DecidableEq n]

/-- The operator that exchanges the two particles. -/
def exchange : Matrix (n × n) (n × n) ℂ :=
  Matrix.of fun p q => if p.swap = q then 1 else 0

/-- Particle exchange commutes with the same one-particle matrix acting on both particles. -/
theorem exchange_comm (A : Matrix n n ℂ) :
    exchange * (A ⊗ₖ A) = (A ⊗ₖ A) * exchange := by
  ext p q
  have h1 : (exchange * (A ⊗ₖ A)) p q = (A ⊗ₖ A) p.swap q := by
    simp only [Matrix.mul_apply, exchange, Matrix.of_apply, ite_mul, one_mul, zero_mul,
      Finset.sum_ite_eq, Finset.mem_univ, if_true]
  have h2 : ((A ⊗ₖ A) * exchange) p q = (A ⊗ₖ A) p q.swap := by
    have h : ∀ r : n × n, r.swap = q ↔ r = q.swap := by
      intro r
      constructor
      · intro e; rw [← e, Prod.swap_swap]
      · intro e; rw [e, Prod.swap_swap]
    simp only [Matrix.mul_apply, exchange, Matrix.of_apply, h, mul_ite, mul_one, mul_zero,
      Finset.sum_ite_eq', Finset.mem_univ, if_true]
  rw [h1, h2]
  exact mul_comm _ _

end

end ExchangeComm
```

The compiler's answer:

```
Main.lean:20:12: error: Function expected at
  exchange * kroneckerMap (fun x1 x2 => x1 * x2) A A
but this term has type
  ?m.102

Note: Expected a function because this term is being applied to the argument
  p
Main.lean:23:12: error: Function expected at
  kroneckerMap (fun x1 x2 => x1 * x2) A A * exchange
but this term has type
  ?m.151

Note: Expected a function because this term is being applied to the argument
  p
```

Both messages say the same thing of the two products: when Lean comes to apply the product to `p`, its type is still an unknown (`?m.102`, `?m.151`), so Lean can't tell that it is a matrix, which takes indices. In `h1` and `h2` the bare `exchange` leaves its implicit index type `n` to be inferred, and matrix multiplication is heterogeneous, so the type of the result has to be worked out too. That hasn't happened by the time the entry is asked for.

The repair writes `exchange (n := n)`, which fixes the index type, and annotates each product as `Matrix (n × n) (n × n) ℂ`, so that it can take `p` and `q`.

Stating `h1` and `h2` for every matrix `B`, with `intro B`, is tidying: the swaps don't depend on the Kronecker product. The `change` line writes the remaining entries out as products of entries of `A`, the form `mul_comm` speaks of. The messages don't show whether `mul_comm` would have failed without it.

This version goes through:

```diff
@@ -18,8 +18,12 @@
     exchange * (A ⊗ₖ A) = (A ⊗ₖ A) * exchange := by
   ext p q
-  have h1 : (exchange * (A ⊗ₖ A)) p q = (A ⊗ₖ A) p.swap q := by
+  have h1 : ∀ B : Matrix (n × n) (n × n) ℂ,
+      (exchange (n := n) * B : Matrix (n × n) (n × n) ℂ) p q = B p.swap q := by
+    intro B
     simp only [Matrix.mul_apply, exchange, Matrix.of_apply, ite_mul, one_mul, zero_mul,
       Finset.sum_ite_eq, Finset.mem_univ, if_true]
-  have h2 : ((A ⊗ₖ A) * exchange) p q = (A ⊗ₖ A) p q.swap := by
+  have h2 : ∀ B : Matrix (n × n) (n × n) ℂ,
+      (B * exchange (n := n) : Matrix (n × n) (n × n) ℂ) p q = B p q.swap := by
+    intro B
     have h : ∀ r : n × n, r.swap = q ↔ r = q.swap := by
       intro r
@@ -30,4 +34,5 @@
       Finset.sum_ite_eq', Finset.mem_univ, if_true]
   rw [h1, h2]
+  change A p.2 q.1 * A p.1 q.2 = A p.1 q.2 * A p.2 q.1
   exact mul_comm _ _
 
```
